# The plasmon switching function 1 − exp(−g y²) is positive for g > 0 and y > 0

The function h(y) = 1 − exp(−g y²) serves as a switching function in a plasmon dispersion. The lemma states that h(y) > 0 for real numbers g > 0 and y > 0; it concerns this function alone and says nothing about the dispersion in which it is used. The attempt first shows that g y² is positive, so that the exponent −g y² is negative and the exponential lies below 1. It then unfolds the definition of h and concludes by linear arithmetic.

As first written in Lean, the proof fails:

```lean
import Mathlib

open Filter Topology

namespace SwitchingPos

noncomputable section

/-- The switching function `h(y) = 1 - exp(-g y²)` of the plasmon dispersion. -/
def switching (g y : ℝ) : ℝ := 1 - Real.exp (-(g * y ^ 2))

/-- For `g > 0` the switching function is positive at every positive argument. -/
theorem switching_pos {g y : ℝ} (hg : 0 < g) (hy : 0 < y) : 0 < switching g y := by
  have hx : 0 < g * y ^ 2 := by positivity
  have h : Real.exp (-(g * y ^ 2)) < 1 := Real.exp_lt_one (by linarith)
  unfold switching
  linarith

end

end SwitchingPos
```

Messages:

```
Main.lean:15:42: error(lean.unknownIdentifier): Unknown constant `Real.exp_lt_one`
```

After these edits no error is left:

```diff
@@ -13,5 +13,5 @@
 theorem switching_pos {g y : ℝ} (hg : 0 < g) (hy : 0 < y) : 0 < switching g y := by
   have hx : 0 < g * y ^ 2 := by positivity
-  have h : Real.exp (-(g * y ^ 2)) < 1 := Real.exp_lt_one (by linarith)
+  have h : Real.exp (-(g * y ^ 2)) < 1 := Real.exp_lt_one_iff.2 (by linarith)
   unfold switching
   linarith
```

Diagnosis. The message says that Lean knows no constant called `Real.exp_lt_one` in this environment. The proof calls on that name for the step from a negative exponent to an exponential below 1, so the step fails because the name cannot be resolved, not because the inequality is false.

The repair uses `Real.exp_lt_one_iff` instead, an equivalence between `Real.exp x < 1` and `x < 0`. Its second direction, selected by `.2`, takes a proof of `x < 0` and returns `Real.exp x < 1`, which is what `h` needs with `x` equal to `-(g * y ^ 2)`. The argument `(by linarith)` stays as it was: it has to show that `-(g * y ^ 2)` is negative, and this follows from `hx`. The rest of the proof is unchanged.
